# Activated low-temperature gap reduction in the weak-coupling BCS equation

## Quasiparticles in a cold superconductor

Warming a superconductor slightly above zero temperature excites a few quasiparticles, which block states from pairing and reduce the gap. How large is the reduction?

Let \(x\) be the normal-state energy measured from the chemical potential, \(\Delta>0\) the gap, and \(T>0\) the temperature in energy units (\(k_B=1\)). Put \(E=\sqrt{x^2+\Delta^2}\), \(f(E)=1/(e^{E/T}+1)\), and

\[
I(\Delta,T)=\int_{-\infty}^{\infty}\frac{f(E)}{E}\,dx,\qquad
A(\Delta,T)=\sqrt{\frac{2\pi T}{\Delta}}\;e^{-\Delta/T}.
\]

For an isotropic gap, a constant density of states and a cutoff far above the gap, subtracting the zero-temperature gap equation from the one at \(T\) gives \(\ln(\Delta_0/D)=I(D,T)\). Here \(D\) is the gap at \(T\) and \(\Delta_0\) its zero-temperature value.

## Two asymptotic laws

At fixed \(\Delta>0\), \(I(\Delta,T)/A(\Delta,T)\to1\) as \(T\to0^+\). If gaps \(D\to\Delta_0>0\) solve the gap equation as \(T\to0^+\), then

\[
\frac{\Delta_0-D}{\Delta_0\,A(\Delta_0,T)}\to1 .
\]

In Lean, `thermalIntegral` is \(I\) and `activated` is \(A\); `𝓝[>] 0` means approach to zero from above. The first law is `thermalIntegral_low_temperature`. The second, `activated_gap_correction`, takes families `D` and `T` along a filter `l`, which covers sequences and continuous curves alike. The gap equation enters as the hypothesis `hgap`, and convergence to \(\Delta_0\) as `hD`; neither is derived from a microscopic Hamiltonian.

`activated_gap_correction_witness` supplies a solution curve parametrised by \(\tau=T/D\). It does not establish a unique gap at each prescribed temperature.

The second law offers a low-temperature check on numerical gap solvers within this mean-field, isotropic, weak-coupling model.

## The thermal integral by rescaling

Setting \(x=\Delta s\) gives \(I(\Delta,T)=I(1,\tau)\) with \(\tau=T/\Delta\). For unit gap, set \(x=\sqrt\tau\,y\), so that \(E=\sqrt{1+\tau y^2}\). Since \(E^2-1=\tau y^2\),

\[
\frac E\tau=\frac1\tau+u,\qquad u=\frac{y^2}{E+1},
\]

and therefore, exactly,

\[
I(1,\tau)=\sqrt\tau\,e^{-1/\tau}\int_{-\infty}^{\infty}\frac{dy}{(e^u+e^{-1/\tau})E}.
\]

From \(e^u\ge1+u\) and \(E\ge1\),

\[
2(e^u+e^{-1/\tau})E\ge(1+u)(E+1)=E+1+y^2\ge1+y^2,
\]

so the integrand is at most \(2/(1+y^2)\), which is integrable. At fixed \(y\), \(E\to1\) and \(u\to y^2/2\), so the integrand tends to \(e^{-y^2/2}\). Dominated convergence gives \(\sqrt{2\pi}\) for the integral, hence the first law.

Only \(T/\Delta\to0^+\) was used, so the law also holds at fixed \(T\) as \(\Delta\to\infty\).

## From the integral to the gap

Write \(I=I(D,T)\). The gap equation gives \(\Delta_0-D=\Delta_0(1-e^{-I})\). With \(\tau=T/D\), the exact formula shows that \(I/\tau\) is \(\tau^{-1/2}e^{-1/\tau}\) times a convergent integral, so \(I/\tau\to0\). Since \(D\to\Delta_0\), also \(I/T\to0\) and \(I\to0\). Hence \((1-e^{-I})/I\to1\) and \((\Delta_0-D)/T\to0\), so

\[
\frac{A(D,T)}{A(\Delta_0,T)}=\sqrt{\frac{\Delta_0}{D}}\;e^{(\Delta_0-D)/T}\to1 .
\]

Multiplying the limits of \((1-e^{-I})/I\), \(I/A(D,T)\) and \(A(D,T)/A(\Delta_0,T)\) gives the second law.

For \(T/\Delta_0=0.1\), the leading estimate of the relative reduction is \(\sqrt{0.2\pi}\,e^{-10}\approx0.793\times4.54\times10^{-5}\approx3.6\times10^{-5}\). At \(T/\Delta_0=0.2\) it is about \(7.6\times10^{-3}\), some 210 times larger.

## The Lean development

```lean
import Mathlib

open MeasureTheory Filter Topology
open scoped Real

namespace BCSActivatedGap

noncomputable section

/-- Quasiparticle energy at normal-state energy `x` and gap `Δ`. -/
def energy (Δ x : ℝ) : ℝ := √(x ^ 2 + Δ ^ 2)

/-- Fermi function at temperature `T > 0`. -/
def fermi (T E : ℝ) : ℝ := 1 / (Real.exp (E / T) + 1)

/-- Thermal part of the gap equation, for `Δ > 0` and `T > 0`. -/
def thermalIntegral (Δ T : ℝ) : ℝ := ∫ x, fermi T (energy Δ x) / energy Δ x

/-- The activated law `√(2πT/Δ) exp(-Δ/T)`, for `Δ > 0` and `T > 0`. -/
def activated (Δ T : ℝ) : ℝ := √(2 * π * T / Δ) * Real.exp (-Δ / T)

/-- Integrand for unit gap in the variable `y = x/√τ`, with the factor `exp(-1/τ)` taken out,
for reduced temperature `τ > 0`. -/
def scaledIntegrand (τ y : ℝ) : ℝ :=
  1 / ((Real.exp (y ^ 2 / (energy 1 (√τ * y) + 1)) + Real.exp (-(1 / τ))) * energy 1 (√τ * y))

/-- For unit gap, every quasiparticle energy is at least one. -/
theorem one_le_energy (x : ℝ) : 1 ≤ energy 1 x :=
  (Real.le_sqrt' one_pos).2 (by nlinarith [sq_nonneg x])

/-- The thermal integral depends on gap and temperature only through `T/Δ`. -/
theorem thermalIntegral_scaling {Δ : ℝ} (hΔ : 0 < Δ) (T : ℝ) :
    thermalIntegral Δ T = thermalIntegral 1 (T / Δ) := by
  have hpt : ∀ s, fermi T (energy Δ (Δ * s)) / energy Δ (Δ * s)
      = Δ⁻¹ * (fermi (T / Δ) (energy 1 s) / energy 1 s) := by
    intro s
    have hE : energy Δ (Δ * s) = Δ * energy 1 s := by
      unfold energy
      rw [show (Δ * s) ^ 2 + Δ ^ 2 = Δ ^ 2 * (s ^ 2 + 1 ^ 2) by ring,
        Real.sqrt_mul (sq_nonneg Δ), Real.sqrt_sq hΔ.le]
    have hx : Δ * energy 1 s / T = energy 1 s / (T / Δ) := by
      rw [div_div_eq_mul_div, mul_comm]
    rw [hE]
    unfold fermi
    rw [hx]
    ring
  have h := Measure.integral_comp_mul_left (fun x => fermi T (energy Δ x) / energy Δ x) Δ
  simp only [hpt] at h
  rw [integral_const_mul, abs_of_pos (inv_pos.2 hΔ), smul_eq_mul] at h
  exact (mul_left_cancel₀ (inv_ne_zero hΔ.ne') h).symm

/-- For unit gap, the substitution `x = √τ y` extracts the factor `√τ exp(-1/τ)` exactly. -/
theorem thermalIntegral_eq_scaled {τ : ℝ} (hτ : 0 < τ) :
    thermalIntegral 1 τ = √τ * Real.exp (-(1 / τ)) * ∫ y, scaledIntegrand τ y := by
  have hs : 0 < √τ := Real.sqrt_pos.2 hτ
  have hpt : ∀ y, fermi τ (energy 1 (√τ * y)) / energy 1 (√τ * y)
      = Real.exp (-(1 / τ)) * scaledIntegrand τ y := by
    intro y
    have hE := one_le_energy (√τ * y)
    have hsq : energy 1 (√τ * y) ^ 2 = τ * y ^ 2 + 1 := by
      unfold energy
      rw [Real.sq_sqrt (by positivity), mul_pow, Real.sq_sqrt hτ.le]
      ring
    unfold fermi scaledIntegrand
    generalize energy 1 (√τ * y) = E at hE hsq ⊢
    have hE0 : 0 < E := by linarith
    have hE1 : E + 1 ≠ 0 := by positivity
    -- the excitation energy above the gap, in units of the temperature
    have hq : y ^ 2 / (E + 1) = (E - 1) / τ := by
      rw [div_eq_div_iff hE1 hτ.ne']
      linear_combination -hsq
    have hu : E / τ = 1 / τ + y ^ 2 / (E + 1) := by
      rw [hq]
      ring
    rw [hu, Real.exp_add, Real.exp_neg]
    have ha := Real.exp_pos (1 / τ)
    have hp := Real.exp_pos (y ^ 2 / (E + 1))
    generalize Real.exp (1 / τ) = a at ha ⊢
    generalize Real.exp (y ^ 2 / (E + 1)) = p at hp ⊢
    have hpa : p + a⁻¹ = (a * p + 1) / a := by field_simp
    rw [hpa]
    field_simp
  have h := Measure.integral_comp_mul_left (fun x => fermi τ (energy 1 x) / energy 1 x) (√τ)
  simp only [hpt] at h
  rw [integral_const_mul, abs_of_pos (inv_pos.2 hs), smul_eq_mul] at h
  unfold thermalIntegral
  rw [mul_assoc, h, ← mul_assoc, mul_inv_cancel₀ hs.ne', one_mul]

/-- The rescaled integral tends to the Gaussian value `√(2π)` at low temperature. -/
theorem tendsto_scaledIntegral :
    Tendsto (fun τ => ∫ y, scaledIntegrand τ y) (𝓝[>] 0) (𝓝 (√(2 * π))) := by
  have hlim : ∫ y : ℝ, Real.exp (-(1 / 2) * y ^ 2) = √(2 * π) := by
    rw [integral_gaussian]
    congr 1
    ring
  rw [← hlim]
  refine tendsto_integral_filter_of_dominated_convergence (fun y => 2 * (1 + y ^ 2)⁻¹)
    ?_ ?_ (integrable_inv_one_add_sq.const_mul 2) ?_
  · refine Eventually.of_forall fun τ => Continuous.aestronglyMeasurable ?_
    have hpos : ∀ y, 0 < energy 1 (√τ * y) := fun y =>
      lt_of_lt_of_le one_pos (one_le_energy _)
    have hE : Continuous fun y : ℝ => energy 1 (√τ * y) := by
      unfold energy
      fun_prop
    have hu : Continuous fun y : ℝ => y ^ 2 / (energy 1 (√τ * y) + 1) :=
      (continuous_pow 2).div (hE.add continuous_const) fun y => (add_pos (hpos y) one_pos).ne'
    exact continuous_const.div ((hu.rexp.add continuous_const).mul hE) fun y =>
      (mul_pos (add_pos (Real.exp_pos _) (Real.exp_pos _)) (hpos y)).ne'
  · -- a Lorentzian bound, uniform in temperature, from `1 + u ≤ exp u`
    refine Eventually.of_forall fun τ => ae_of_all _ fun y => ?_
    show ‖scaledIntegrand τ y‖ ≤ 2 * (1 + y ^ 2)⁻¹
    have hE := one_le_energy (√τ * y)
    unfold scaledIntegrand
    generalize energy 1 (√τ * y) = E at hE ⊢
    have hE0 : 0 < E := by linarith
    have hE1 : E + 1 ≠ 0 := by positivity
    have hu : y ^ 2 / (E + 1) * (E + 1) = y ^ 2 := div_mul_cancel₀ _ hE1
    have hu0 : 0 ≤ y ^ 2 / (E + 1) := by positivity
    generalize y ^ 2 / (E + 1) = u at hu hu0 ⊢
    have hexp := Real.add_one_le_exp u
    have hb := Real.exp_pos (-(1 / τ))
    have hden : 0 < (Real.exp u + Real.exp (-(1 / τ))) * E := by positivity
    rw [Real.norm_of_nonneg (by positivity), ← div_eq_mul_inv,
      div_le_div_iff₀ hden (by positivity)]
    have h1 : (u + 1) * E ≤ (Real.exp u + Real.exp (-(1 / τ))) * E :=
      mul_le_mul_of_nonneg_right (by linarith) hE0.le
    nlinarith [mul_nonneg hu0 (sub_nonneg.2 hE)]
  · refine ae_of_all _ fun y => ?_
    have hE : Tendsto (fun τ : ℝ => energy 1 (√τ * y)) (𝓝[>] 0) (𝓝 1) := by
      have hc : Continuous fun τ : ℝ => energy 1 (√τ * y) := by
        unfold energy
        fun_prop
      have h : Tendsto (fun τ : ℝ => energy 1 (√τ * y)) (𝓝 0) (𝓝 (energy 1 (√0 * y))) :=
        hc.tendsto 0
      rw [show energy 1 (√0 * y) = 1 by simp [energy]] at h
      exact h.mono_left nhdsWithin_le_nhds
    have hb : Tendsto (fun τ : ℝ => Real.exp (-(1 / τ))) (𝓝[>] 0) (𝓝 0) := by
      refine (Real.tendsto_exp_neg_atTop_nhds_zero.comp tendsto_inv_nhdsGT_zero).congr
        fun τ => ?_
      simp
    have hu := ((tendsto_const_nhds (x := y ^ 2)).div (hE.add_const 1) (by norm_num)).rexp
    have h := (tendsto_const_nhds (x := (1 : ℝ))).div ((hu.add hb).mul hE)
      (by simp [Real.exp_ne_zero])
    have e : 1 / ((Real.exp (y ^ 2 / (1 + 1)) + 0) * 1) = Real.exp (-(1 / 2) * y ^ 2) := by
      rw [add_zero, mul_one, one_div, ← Real.exp_neg]
      congr 1
      ring
    rw [e] at h
    exact h

/-- The thermal integral follows the activated law whenever `T/Δ → 0+`, also when the gap
varies along with the temperature. -/
theorem tendsto_ratio_of_reduced {ι : Type*} {l : Filter ι} {D T : ι → ℝ}
    (hD : ∀ᶠ i in l, 0 < D i) (hτ : Tendsto (fun i => T i / D i) l (𝓝[>] 0)) :
    Tendsto (fun i => thermalIntegral (D i) (T i) / activated (D i) (T i)) l (𝓝 1) := by
  have hunit : Tendsto (fun τ => thermalIntegral 1 τ / activated 1 τ) (𝓝[>] 0) (𝓝 1) := by
    have hp : 0 < √(2 * π) := Real.sqrt_pos.2 (by positivity)
    have h := tendsto_scaledIntegral.div_const (√(2 * π))
    rw [div_self hp.ne'] at h
    refine h.congr' ?_
    filter_upwards [self_mem_nhdsWithin] with τ hτ
    have hτ' : 0 < τ := hτ
    rw [thermalIntegral_eq_scaled hτ']
    unfold activated
    rw [show 2 * π * τ / 1 = (2 * π) * τ by ring,
      Real.sqrt_mul (show (0 : ℝ) ≤ 2 * π by positivity), show -1 / τ = -(1 / τ) by ring]
    have hs : 0 < √τ := Real.sqrt_pos.2 hτ'
    have he := Real.exp_pos (-(1 / τ))
    generalize √(2 * π) = p at hp ⊢
    generalize √τ = s at hs ⊢
    generalize Real.exp (-(1 / τ)) = e at he ⊢
    field_simp
  refine (hunit.comp hτ).congr' ?_
  filter_upwards [hD] with i hi
  have hA : activated 1 (T i / D i) = activated (D i) (T i) := by
    have h1 : 2 * π * (T i / D i) / 1 = 2 * π * T i / D i := by ring
    have h2 : -1 / (T i / D i) = -D i / T i := by
      rw [div_div_eq_mul_div]
      ring
    unfold activated
    rw [h1, h2]
  show thermalIntegral 1 (T i / D i) / activated 1 (T i / D i) = _
  rw [← thermalIntegral_scaling hi, hA]

/-- At fixed gap `Δ > 0`, the thermal gap-equation integral is asymptotic to
`√(2πT/Δ) exp(-Δ/T)` as `T → 0+`. -/
theorem thermalIntegral_low_temperature {Δ : ℝ} (hΔ : 0 < Δ) :
    Tendsto (fun T => thermalIntegral Δ T / (√(2 * π * T / Δ) * Real.exp (-Δ / T)))
      (𝓝[>] 0) (𝓝 1) := by
  have h : Tendsto (fun T : ℝ => T / Δ) (𝓝 0) (𝓝 (0 / Δ)) := tendsto_id.div_const Δ
  rw [zero_div] at h
  have hτ : Tendsto (fun T : ℝ => T / Δ) (𝓝[>] 0) (𝓝[>] 0) := by
    refine tendsto_nhdsWithin_iff.2 ⟨h.mono_left nhdsWithin_le_nhds, ?_⟩
    filter_upwards [self_mem_nhdsWithin] with T hT
    exact div_pos hT hΔ
  exact tendsto_ratio_of_reduced (D := fun _ => Δ) (T := fun T => T)
    (Eventually.of_forall fun _ => hΔ) hτ

/-- For unit gap, the thermal integral vanishes faster than the temperature. -/
theorem thermalIntegral_div_temperature :
    Tendsto (fun τ => thermalIntegral 1 τ / τ) (𝓝[>] 0) (𝓝 0) := by
  have he : Tendsto (fun τ : ℝ => τ⁻¹ ^ 1 * Real.exp (-τ⁻¹)) (𝓝[>] 0) (𝓝 0) :=
    (Real.tendsto_pow_mul_exp_neg_atTop_nhds_zero 1).comp tendsto_inv_nhdsGT_zero
  have hs : Tendsto (fun τ : ℝ => √τ) (𝓝 0) (𝓝 (√0)) := Real.continuous_sqrt.tendsto 0
  rw [Real.sqrt_zero] at hs
  have h := ((hs.mono_left nhdsWithin_le_nhds).mul he).mul tendsto_scaledIntegral
  rw [mul_zero, zero_mul] at h
  refine h.congr' ?_
  filter_upwards [self_mem_nhdsWithin] with τ hτ
  rw [thermalIntegral_eq_scaled (show 0 < τ from hτ), one_div]
  ring

/-- If gaps `D → Δ₀` solve the weak-coupling gap equation `ln(Δ₀/D) = I(D,T)` as `T → 0+`, then
the relative gap reduction `(Δ₀ - D)/Δ₀` is asymptotic to `√(2πT/Δ₀) exp(-Δ₀/T)`. -/
theorem activated_gap_correction {ι : Type*} {l : Filter ι} {D T : ι → ℝ} {Δ₀ : ℝ}
    (hΔ : 0 < Δ₀) (hD : Tendsto D l (𝓝 Δ₀)) (hT : Tendsto T l (𝓝[>] 0))
    (hgap : ∀ᶠ i in l, Real.log (Δ₀ / D i) = thermalIntegral (D i) (T i)) :
    Tendsto (fun i => (Δ₀ - D i) / (Δ₀ * activated Δ₀ (T i))) l (𝓝 1) := by
  obtain ⟨hT0, hTpos⟩ := tendsto_nhdsWithin_iff.1 hT
  have hD0 : ∀ᶠ i in l, 0 < D i := hD.eventually (lt_mem_nhds hΔ)
  have hτ0 : Tendsto (fun i => T i / D i) l (𝓝 (0 / Δ₀)) := hT0.div hD hΔ.ne'
  rw [zero_div] at hτ0
  have hτ : Tendsto (fun i => T i / D i) l (𝓝[>] 0) := by
    refine tendsto_nhdsWithin_iff.2 ⟨hτ0, ?_⟩
    filter_upwards [hTpos, hD0] with i h1 h2
    exact div_pos h1 h2
  have hR := tendsto_ratio_of_reduced hD0 hτ
  have hJT : Tendsto (fun i => thermalIntegral (D i) (T i) / T i) l (𝓝 0) := by
    have h := (thermalIntegral_div_temperature.comp hτ).div hD hΔ.ne'
    rw [zero_div] at h
    refine h.congr' ?_
    filter_upwards [hTpos, hD0] with i h1 h2
    have h1' : 0 < T i := h1
    show thermalIntegral 1 (T i / D i) / (T i / D i) / D i = _
    rw [← thermalIntegral_scaling h2]
    field_simp
  have hJ0 : Tendsto (fun i => thermalIntegral (D i) (T i)) l (𝓝 0) := by
    have h := hJT.mul hT0
    rw [zero_mul] at h
    refine h.congr' ?_
    filter_upwards [hTpos] with i h1
    exact div_mul_cancel₀ _ (ne_of_gt h1)
  have hJne : ∀ᶠ i in l, thermalIntegral (D i) (T i) ≠ 0 := by
    filter_upwards [hR.eventually (lt_mem_nhds one_pos)] with i hi h0
    rw [h0, zero_div] at hi
    exact lt_irrefl _ hi
  -- linearisation of `1 - exp(-I)` for small `I`
  have hφ : Tendsto (fun i => (1 - Real.exp (-thermalIntegral (D i) (T i)))
      / thermalIntegral (D i) (T i)) l (𝓝 1) := by
    have hd : HasDerivAt (fun x : ℝ => 1 - Real.exp (-x)) 1 0 :=
      ((hasDerivAt_neg (0 : ℝ)).exp.const_sub 1).congr_deriv (by simp)
    have hs := hasDerivAt_iff_tendsto_slope_zero.1 hd
    refine (hs.comp (tendsto_nhdsWithin_iff.2 ⟨hJ0, hJne⟩)).congr fun i => ?_
    simp [div_eq_inv_mul]
  have hdef : ∀ᶠ i in l,
      Δ₀ - D i = Δ₀ * (1 - Real.exp (-thermalIntegral (D i) (T i))) := by
    filter_upwards [hgap, hD0] with i h1 h2
    rw [← h1, ← Real.log_inv, Real.exp_log (by positivity), inv_div]
    field_simp
  -- the gap shift is small even compared with the temperature
  have hshift : Tendsto (fun i => (Δ₀ - D i) / T i) l (𝓝 0) := by
    have h := (hφ.mul hJT).const_mul Δ₀
    rw [mul_zero, mul_zero] at h
    refine h.congr' ?_
    filter_upwards [hTpos, hdef, hJne] with i h1 h2 h3
    have h1' : 0 < T i := h1
    rw [h2]
    field_simp
  have hcorr : Tendsto (fun i => √(Δ₀ / D i) * Real.exp ((Δ₀ - D i) / T i)) l (𝓝 1) := by
    have h := ((tendsto_const_nhds (x := Δ₀)).div hD hΔ.ne').sqrt.mul hshift.rexp
    rw [div_self hΔ.ne', Real.sqrt_one, Real.exp_zero, mul_one] at h
    exact h
  have h := (hφ.mul hR).mul hcorr
  rw [mul_one, mul_one] at h
  refine h.congr' ?_
  filter_upwards [hTpos, hD0, hdef, hJne] with i h1 h2 h3 h4
  have h1' : 0 < T i := h1
  have hA : activated (D i) (T i)
      = activated Δ₀ (T i) * (√(Δ₀ / D i) * Real.exp ((Δ₀ - D i) / T i)) := by
    have e1 : 2 * π * T i / D i = 2 * π * T i / Δ₀ * (Δ₀ / D i) := by field_simp
    have e2 : -D i / T i = -Δ₀ / T i + (Δ₀ - D i) / T i := by ring
    unfold activated
    rw [e1, e2, Real.sqrt_mul (show 0 ≤ 2 * π * T i / Δ₀ by positivity), Real.exp_add]
    ring
  have hA0 : 0 < activated Δ₀ (T i) := by
    unfold activated
    positivity
  have hC : 0 < √(Δ₀ / D i) * Real.exp ((Δ₀ - D i) / T i) := by positivity
  rw [hA]
  generalize √(Δ₀ / D i) * Real.exp ((Δ₀ - D i) / T i) = c at hC ⊢
  rw [h3]
  generalize activated Δ₀ (T i) = a at hA0 ⊢
  generalize 1 - Real.exp (-thermalIntegral (D i) (T i)) = q
  field_simp

/-- The gap as a function of the reduced temperature `τ = T/Δ > 0`. -/
def gapCurve (Δ₀ τ : ℝ) : ℝ := Δ₀ * Real.exp (-thermalIntegral 1 τ)

/-- The curve `D = gapCurve Δ₀ τ`, `T = τ D` solves the gap equation, with `D → Δ₀` and
`T → 0+` as `τ → 0+`. -/
theorem activated_gap_correction_witness {Δ₀ : ℝ} (hΔ : 0 < Δ₀) :
    Tendsto (gapCurve Δ₀) (𝓝[>] 0) (𝓝 Δ₀) ∧
    Tendsto (fun τ => τ * gapCurve Δ₀ τ) (𝓝[>] 0) (𝓝[>] 0) ∧
    ∀ τ, Real.log (Δ₀ / gapCurve Δ₀ τ)
      = thermalIntegral (gapCurve Δ₀ τ) (τ * gapCurve Δ₀ τ) := by
  have hpos : ∀ τ, 0 < gapCurve Δ₀ τ := fun τ => mul_pos hΔ (Real.exp_pos _)
  have hid : Tendsto (fun τ : ℝ => τ) (𝓝[>] 0) (𝓝 0) := nhdsWithin_le_nhds
  have hJ : Tendsto (fun τ => thermalIntegral 1 τ) (𝓝[>] 0) (𝓝 0) := by
    have h := thermalIntegral_div_temperature.mul hid
    rw [zero_mul] at h
    refine h.congr' ?_
    filter_upwards [self_mem_nhdsWithin] with τ hτ
    exact div_mul_cancel₀ _ (ne_of_gt hτ)
  have hD : Tendsto (gapCurve Δ₀) (𝓝[>] 0) (𝓝 Δ₀) := by
    have h := hJ.neg.rexp.const_mul Δ₀
    rw [neg_zero, Real.exp_zero, mul_one] at h
    exact h
  refine ⟨hD, ?_, fun τ => ?_⟩
  · have h := hid.mul hD
    rw [zero_mul] at h
    refine tendsto_nhdsWithin_iff.2 ⟨h, ?_⟩
    filter_upwards [self_mem_nhdsWithin] with τ hτ
    exact mul_pos hτ (hpos τ)
  · rw [thermalIntegral_scaling (hpos τ), mul_div_cancel_right₀ _ (hpos τ).ne']
    have h : Δ₀ / gapCurve Δ₀ τ = Real.exp (thermalIntegral 1 τ) := by
      unfold gapCurve
      rw [Real.exp_neg]
      field_simp
    rw [h, Real.log_exp]

end

end BCSActivatedGap
```

## How the proof follows the calculation

`thermalIntegral_scaling` and `thermalIntegral_eq_scaled` perform the two substitutions with `Measure.integral_comp_mul_left`. In the second, `hq` and `hu` separate the gap energy from the excitation energy above it.

`tendsto_scaledIntegral` applies dominated convergence. Its three main goals are measurability, obtained from continuity; the bound, using `one_le_energy` and `Real.add_one_le_exp`; and the pointwise limit. `integral_gaussian` evaluates the result. `tendsto_ratio_of_reduced` then gives the ratio for a possibly varying gap, and the fixed-gap theorem specialises it.

For the gap correction, `thermalIntegral_div_temperature` supplies \(I(1,\tau)/\tau\to0\). Within the main proof, `hdef` solves the gap equation for the shift, and `hφ` obtains the limit of \((1-e^{-I})/I\) from a derivative at zero; `hJne` ensures that \(I\ne0\) there. `hshift` and `hcorr` justify replacing \(D\) by \(\Delta_0\) in \(A\), and the closing steps multiply the three limits.

The witness sets \(D=\Delta_0e^{-I(1,\tau)}\) and \(T=\tau D\); scaling turns the gap equation into an identity.

```lean
#print axioms BCSActivatedGap.thermalIntegral_low_temperature
-- 'BCSActivatedGap.thermalIntegral_low_temperature' depends on axioms: [propext, Classical.choice, Quot.sound]
#print axioms BCSActivatedGap.activated_gap_correction
-- 'BCSActivatedGap.activated_gap_correction' depends on axioms: [propext, Classical.choice, Quot.sound]
```
